# Global maxima of the absorptive damped-oscillator response divided by frequency: one at zero for strong damping, two at opposite frequencies for weak damping

The absorptive response of a damped oscillator vanishes at zero driving frequency, so dividing it by the frequency gives $0/0$ at one of the very points where the maximum can lie. The Lean code below therefore defines the quotient by the formula in which the frequency has already been cancelled, and proves separately that multiplying this formula by the frequency gives back the response.

```lean
import Mathlib

open Complex

namespace DampedPhononLineShape

noncomputable section

/-- The squared modulus of the inverse response of an oscillator with bare frequency `W`
and damping `g`, at frequency `w`. -/
def den (W g w : ℝ) : ℝ := (w ^ 2 - W ^ 2) ^ 2 + g ^ 2 * w ^ 2

/-- The imaginary part of the damped-oscillator response divided by frequency, with its limiting
value at zero frequency, for `W > 0` and `g > 0` (where the denominator does not vanish). -/
def lineShape (W g w : ℝ) : ℝ := g / den W g w

/-- The complex susceptibility `1 / (W² - w² - i g w)` of a damped oscillator of unit mass,
for `W > 0` and `g > 0` (where the denominator does not vanish). -/
def susceptibility (W g w : ℝ) : ℂ :=
  (((W ^ 2 - w ^ 2 : ℝ) : ℂ) - ((g * w : ℝ) : ℂ) * I)⁻¹

/-- The oscillation at the driving frequency `w` whose complex amplitude is the
susceptibility, for `W > 0` and `g > 0`. -/
def displacement (W g w t : ℝ) : ℂ :=
  susceptibility W g w * Complex.exp (-(I * w) * t)

/-- For positive bare frequency and damping, the denominator of the response is positive
at every real frequency. -/
theorem den_pos {W g : ℝ} (hW : 0 < W) (hg : 0 < g) (w : ℝ) : 0 < den W g w := by
  unfold den
  by_cases hw : w = 0
  · have e : (w ^ 2 - W ^ 2) ^ 2 + g ^ 2 * w ^ 2 = W ^ 4 := by rw [hw]; ring
    rw [e]
    positivity
  · positivity

/-- For `W, g > 0` the displacement `x` obeys the equation of motion
`x'' = exp(-i w t) - W² x - g x'` of a damped oscillator under a harmonic force;
the velocity is `x' = -i w x`. -/
theorem displacement_equation_of_motion {W g : ℝ} (hW : 0 < W) (hg : 0 < g) (w t : ℝ) :
    HasDerivAt (displacement W g w) (-(I * w) * displacement W g w t) t ∧
    HasDerivAt (fun s => -(I * w) * displacement W g w s)
      (Complex.exp (-(I * w) * t) - (W : ℂ) ^ 2 * displacement W g w t
        - g * (-(I * w) * displacement W g w t)) t := by
  have hid : HasDerivAt (fun s : ℝ => (s : ℂ)) 1 t := by
    simpa using (hasDerivAt_id t).ofReal_comp
  have hx : HasDerivAt (displacement W g w) (-(I * w) * displacement W g w t) t := by
    have h := ((hid.const_mul (-(I * (w : ℂ)))).cexp).const_mul (susceptibility W g w)
    refine HasDerivAt.congr_deriv h ?_
    unfold displacement
    ring
  refine ⟨hx, (hx.const_mul (-(I * (w : ℂ)))).congr_deriv ?_⟩
  -- the inverse response does not vanish, so the amplitude really inverts it
  have hz : ((W ^ 2 - w ^ 2 : ℝ) : ℂ) - ((g * w : ℝ) : ℂ) * I ≠ 0 := by
    intro h
    have hr := congrArg Complex.re h
    have hi := congrArg Complex.im h
    simp only [Complex.sub_re, Complex.sub_im, Complex.mul_re, Complex.mul_im,
      Complex.ofReal_re, Complex.ofReal_im, Complex.I_re, Complex.I_im,
      Complex.zero_re, Complex.zero_im] at hr hi
    have hr' : W ^ 2 - w ^ 2 = 0 := by linarith
    have hi' : g * w = 0 := by linarith
    have h0 : den W g w = 0 := by
      unfold den
      linear_combination (W ^ 2 - w ^ 2) * hr' + g * w * hi'
    exact (den_pos hW hg w).ne' h0
  have hinv : (((W ^ 2 - w ^ 2 : ℝ) : ℂ) - ((g * w : ℝ) : ℂ) * I)
      * susceptibility W g w = 1 := mul_inv_cancel₀ hz
  push_cast at hinv
  unfold displacement
  linear_combination Complex.exp (-(I * w) * t) * hinv
    + (w : ℂ) ^ 2 * susceptibility W g w * Complex.exp (-(I * w) * t) * Complex.I_sq

/-- The imaginary part of the susceptibility is the frequency times the line shape. -/
theorem im_susceptibility (W g w : ℝ) :
    (susceptibility W g w).im = w * lineShape W g w := by
  unfold susceptibility lineShape den
  rw [Complex.inv_im, Complex.normSq_apply]
  simp only [Complex.sub_re, Complex.sub_im, Complex.mul_re, Complex.mul_im,
    Complex.ofReal_re, Complex.ofReal_im, Complex.I_re, Complex.I_im]
  rw [← mul_div_assoc]
  congr 1 <;> ring

/-- Completing the square in `w²` splits the denominator into a square and a part
independent of frequency. -/
theorem den_eq (W g w : ℝ) :
    den W g w = (w ^ 2 - (W ^ 2 - g ^ 2 / 2)) ^ 2 + g ^ 2 * (W ^ 2 - g ^ 2 / 4) := by
  unfold den
  ring

/-- For `W, g > 0` the line shape is higher where the denominator is lower. -/
theorem lineShape_le_iff {W g : ℝ} (hW : 0 < W) (hg : 0 < g) (v w : ℝ) :
    lineShape W g v ≤ lineShape W g w ↔ den W g w ≤ den W g v := by
  unfold lineShape
  rw [div_le_div_iff₀ (den_pos hW hg v) (den_pos hW hg w)]
  exact ⟨fun h => le_of_mul_le_mul_left h hg, fun h => mul_le_mul_of_nonneg_left h hg.le⟩

/-- Let `W, g > 0`. If `g² ≥ 2W²`, the line shape has its global maximum at `w = 0` only;
if `g² < 2W²`, its global maxima are exactly `w = ±√(W² - g²/2)`. -/
theorem lineShape_global_maxima {W g : ℝ} (hW : 0 < W) (hg : 0 < g) :
    (2 * W ^ 2 ≤ g ^ 2 → ∀ w, (∀ v, lineShape W g v ≤ lineShape W g w) ↔ w = 0) ∧
    (g ^ 2 < 2 * W ^ 2 → ∀ w, (∀ v, lineShape W g v ≤ lineShape W g w) ↔
      w = √(W ^ 2 - g ^ 2 / 2) ∨ w = -√(W ^ 2 - g ^ 2 / 2)) := by
  simp only [lineShape_le_iff hW hg]
  constructor
  · intro hd w
    constructor
    · intro h
      -- compare with zero frequency
      have h0 := h 0
      unfold den at h0
      have h4 : w ^ 4 ≤ 0 := by
        nlinarith [mul_nonneg (sub_nonneg.2 hd) (sq_nonneg w)]
      exact (pow_eq_zero_iff (by norm_num)).1 (le_antisymm h4 (by positivity))
    · intro h v
      rw [h]
      unfold den
      nlinarith [mul_nonneg (sub_nonneg.2 hd) (sq_nonneg v), sq_nonneg (v ^ 2)]
  · intro hd w
    have hs : √(W ^ 2 - g ^ 2 / 2) ^ 2 = W ^ 2 - g ^ 2 / 2 :=
      Real.sq_sqrt (by linarith)
    rw [← sq_eq_sq_iff_eq_or_eq_neg, hs]
    constructor
    · intro h
      -- compare with the frequency at which the square vanishes
      have h0 := h (√(W ^ 2 - g ^ 2 / 2))
      rw [den_eq W g w, den_eq W g (√(W ^ 2 - g ^ 2 / 2)), hs, sub_self] at h0
      have h2 : (w ^ 2 - (W ^ 2 - g ^ 2 / 2)) ^ 2 = 0 :=
        le_antisymm (by linarith) (sq_nonneg _)
      exact sub_eq_zero.1 ((pow_eq_zero_iff (by norm_num)).1 h2)
    · intro h v
      rw [den_eq W g w, den_eq W g v, h, sub_self]
      linarith [sq_nonneg (v ^ 2 - (W ^ 2 - g ^ 2 / 2))]

/-- For `g > 0` and `g² < 2W²`, the line shape at `w = √(W² - g²/2)` has the height
`1 / (g (W² - g²/4))`. -/
theorem lineShape_peak_height {W g : ℝ} (hg : 0 < g)
    (hd : g ^ 2 < 2 * W ^ 2) :
    lineShape W g (√(W ^ 2 - g ^ 2 / 2)) = 1 / (g * (W ^ 2 - g ^ 2 / 4)) := by
  have hc : 0 < W ^ 2 - g ^ 2 / 4 := by linarith [pow_pos hg 2]
  have e : den W g (√(W ^ 2 - g ^ 2 / 2)) = g * (g * (W ^ 2 - g ^ 2 / 4)) := by
    rw [den_eq, Real.sq_sqrt (by linarith)]
    ring
  unfold lineShape
  rw [e, div_eq_div_iff (mul_pos hg (mul_pos hg hc)).ne' (mul_pos hg hc).ne']
  ring

/-- For `W, g > 0`, frequency times the imaginary part of the susceptibility, to which the mean
power absorbed from a harmonic force of fixed amplitude is proportional, is globally maximal exactly
at `w = ±W`. -/
theorem absorbed_power_global_maxima {W g : ℝ} (hW : 0 < W) (hg : 0 < g) (w : ℝ) :
    (∀ v, v * (susceptibility W g v).im ≤ w * (susceptibility W g w).im) ↔
      w = W ∨ w = -W := by
  -- the deficit from the value `1 / g` is a square over a positive number
  have key : ∀ v, v * (v * lineShape W g v)
      = 1 / g - (v ^ 2 - W ^ 2) ^ 2 / (g * den W g v) := by
    intro v
    have hv := (den_pos hW hg v).ne'
    have hg' := hg.ne'
    unfold lineShape
    field_simp
    unfold den
    ring
  simp only [im_susceptibility, key]
  rw [← sq_eq_sq_iff_eq_or_eq_neg]
  have hpos : ∀ v, 0 < g * den W g v := fun v => mul_pos hg (den_pos hW hg v)
  constructor
  · intro h
    have h0 := h W
    rw [sub_self, zero_pow (by norm_num), zero_div] at h0
    have h1 : (w ^ 2 - W ^ 2) ^ 2 / (g * den W g w) ≤ 0 := by linarith
    rw [div_le_iff₀ (hpos w), zero_mul] at h1
    exact sub_eq_zero.1 ((pow_eq_zero_iff (by norm_num)).1 (le_antisymm h1 (sq_nonneg _)))
  · intro h v
    rw [h, sub_self, zero_pow (by norm_num), zero_div]
    linarith [div_nonneg (sq_nonneg (v ^ 2 - W ^ 2)) (hpos v).le]

end

end DampedPhononLineShape
```

```lean
#print axioms DampedPhononLineShape.displacement_equation_of_motion
#print axioms DampedPhononLineShape.lineShape_global_maxima
#print axioms DampedPhononLineShape.lineShape_peak_height
#print axioms DampedPhononLineShape.absorbed_power_global_maxima
```

```
'DampedPhononLineShape.displacement_equation_of_motion' depends on axioms: [propext, Classical.choice, Quot.sound]
'DampedPhononLineShape.lineShape_global_maxima' depends on axioms: [propext, Classical.choice, Quot.sound]
'DampedPhononLineShape.lineShape_peak_height' depends on axioms: [propext, Classical.choice, Quot.sound]
'DampedPhononLineShape.absorbed_power_global_maxima' depends on axioms: [propext, Classical.choice, Quot.sound]
```

## Where the maxima lie

Let $W>0$ be the bare angular frequency of the oscillator, $g>0$ its damping constant and $w$ any real driving frequency. With

$$D(w)=(w^2-W^2)^2+g^2w^2,\qquad f(w)=\frac{g}{D(w)},$$

`den W g w` is $D(w)$ and `lineShape W g w` is $f(w)$. At zero frequency the formula gives $f(0)=g/W^4$, the limit of the quotient. A definition by literal division would have given the value $0$ there, since Lean sets division by zero to zero, and the strong-damping statement would then be false.

The main theorem is `lineShape_global_maxima`. The expression `∀ v, lineShape W g v ≤ lineShape W g w` says that no frequency $v$ gives a higher value than $w$ does, so that $w$ is a global maximiser. The theorem characterises such $w$ by an equivalence in each of two cases:

- If $g^2\ge 2W^2$, then $w$ is a global maximiser exactly when $w=0$.
- If $g^2<2W^2$, then $w$ is a global maximiser exactly when $w=\sqrt{W^2-g^2/2}$ or $w=-\sqrt{W^2-g^2/2}$.

Each equivalence says both that the listed frequencies are maximisers and that there are no others. The boundary value $g^2=2W^2$ belongs to the first case. These two cases, called strong and weak damping here, are not the overdamped and underdamped cases, which are separated by $g=2W$: for $\sqrt2\,W\le g<2W$ the undriven oscillator still oscillates as it decays, yet the only maximum of $f$ is at zero. Frequencies range over the whole real line, which is why the weakly damped case has two peaks; a spectrum plotted for positive frequencies shows one of them.

Two further theorems concern heights and absorption. For $g^2<2W^2$, `lineShape_peak_height` gives the peak value $1/\bigl(g(W^2-g^2/4)\bigr)$. For any positive $W$ and $g$, `absorbed_power_global_maxima` says that the frequency times the absorptive response is globally maximal exactly at $w=\pm W$.

## A driven mode with friction

The physical model is one coordinate $x$ of unit mass, with a harmonic restoring force, a friction force proportional to velocity, and a periodic drive of unit amplitude:

$$x''+g\,x'+W^2x=e^{-iwt}.$$

For a phonon, $x$ is the amplitude of a single normal mode. The constant $g$ is postulated. It stands for the loss of energy from the mode to everything the model leaves out, such as other phonons or conduction electrons, and it is taken to be independent of frequency. It multiplies the full velocity term, so formulas written with a friction term $2\gamma x'$ correspond to $g=2\gamma$.

The complex amplitude of the steady oscillation is the susceptibility

$$\chi(w)=\frac{1}{W^2-w^2-igw},$$

which is `susceptibility W g w`. The function `displacement W g w t` is $x(t)=\chi(w)e^{-iwt}$. With this sign in the exponential, the imaginary part of $\chi$ is positive for positive $w$.

The theorem `displacement_equation_of_motion` ties these definitions to Newton's equation. Its first half says that the derivative of $x$ is $-iwx$; its second half says that the derivative of this velocity is $e^{-iwt}-W^2x-gx'$. The theorem `im_susceptibility` then supplies the relation $\operatorname{Im}\chi(w)=w\,f(w)$, which justifies calling $f$ the absorptive response divided by frequency.

The model has no coupling between modes, no thermal occupation factor and no instrumental broadening, any of which can move a measured maximum. For a single classical harmonic mode with Langevin friction and its thermal noise, the position spectrum from a simulation is proportional to $f$ and the velocity spectrum to $w^2f$, so under weak damping the position peak lies below $W$ while the velocity peak lies at $W$. Here the thermal force has a flat spectrum, which the oscillator multiplies by $|\chi|^2=1/D=f/g$ to give the position spectrum; the code does not treat this noise.

## From the equation of motion to the line shape

Insert $x=\chi e^{-iwt}$ into the equation of motion. Since $x'=-iwx$ and $x''=-w^2x$, the exponential cancels and leaves

$$(W^2-w^2-igw)\,\chi=1.$$

This can be solved for $\chi$ if the bracket is not zero. Its squared modulus is $(W^2-w^2)^2+g^2w^2=D(w)$, so it is enough that $D(w)>0$. At $w=0$ we have $D(0)=W^4>0$. At $w\ne0$ the term $g^2w^2$ is positive and the other term is not negative. The lemma `den_pos` makes the same distinction.

The Lean proof of the equation of motion differentiates the exponential first. It then shows that the bracket is nonzero: if it vanished, its real and imaginary parts would both vanish, and $D(w)$ would be zero against `den_pos`. The final `linear_combination` multiplies the identity for $\chi$ by the exponential and uses $i^2=-1$.

Multiplying numerator and denominator of $\chi$ by the complex conjugate gives

$$\chi(w)=\frac{W^2-w^2+igw}{D(w)},\qquad \operatorname{Im}\chi(w)=\frac{gw}{D(w)}=w\,f(w).$$

In `im_susceptibility`, the lemma `Complex.inv_im` expresses the imaginary part of the inverse in the same way.

## The highest value has the smallest denominator

The numerator of $f$ is the positive constant $g$, and both denominators are positive. Multiplying out therefore gives

$$f(v)\le f(w)\iff g\,D(w)\le g\,D(v)\iff D(w)\le D(v).$$

This is `lineShape_le_iff`. The main proof begins by rewriting every comparison with it, so the task becomes that of finding the global minimisers of $D$. No derivative is needed.

**Strong damping, $g^2\ge2W^2$.** Expanding the denominator gives

$$D(w)=w^4+(g^2-2W^2)w^2+W^4,$$

and hence

$$D(w)-D(0)=w^4+(g^2-2W^2)w^2.$$

Neither term on the right is negative, so $D(0)\le D(v)$ for every $v$, and zero is a minimiser. Conversely, if $w$ is a minimiser, then $D(w)\le D(0)$. Thus $w^4\le-(g^2-2W^2)w^2\le0$, which forces $w=0$.

The Lean proof obtains this comparison by applying the hypothesis to $v=0$. In both directions `nlinarith` receives the fact that $g^2-2W^2$ times a square is nonnegative. The conclusion $w=0$ follows from $w^4=0$.

**Weak damping, $g^2<2W^2$.** Now the coefficient of $w^2$ is negative, and completing the square shows where the minimum lies:

$$D(w)=\left(w^2-\left(W^2-\frac{g^2}{2}\right)\right)^2+g^2\left(W^2-\frac{g^2}{4}\right).$$

To check it, note that the coefficient of $w^2$ is $-2(W^2-g^2/2)=g^2-2W^2$, as before, and that the terms without $w$ add up to

$$W^4-W^2g^2+\frac{g^4}{4}+g^2W^2-\frac{g^4}{4}=W^4.$$

The identity is `den_eq`. Its second term does not depend on frequency, so $D$ is smallest exactly when the square vanishes. Because $W^2-g^2/2>0$, this happens at real frequencies, namely

$$w=\pm\sqrt{W^2-\frac{g^2}{2}}.$$

In the code, `Real.sq_sqrt` supplies the square of the root, and `sq_eq_sq_iff_eq_or_eq_neg` replaces the two signs by a single equation for $w^2$. For uniqueness, a supposed minimiser is compared with the positive root, where the square is zero. Its own square is then at most zero, hence equal to zero. In the other direction, the square at any competing $v$ is nonnegative.

The peak height follows by setting the square to zero:

$$f\left(\sqrt{W^2-\frac{g^2}{2}}\right)=\frac{g}{g^2(W^2-g^2/4)}=\frac{1}{g(W^2-g^2/4)}.$$

The bracket is positive, since $W^2>g^2/2$ gives $W^2-g^2/4>g^2/4>0$. The proof of `lineShape_peak_height` establishes this before it simplifies the fraction.

## Absorbed power peaks at the bare frequency

For the real force $\cos wt$, the power absorbed by the oscillator, averaged over a period at nonzero $w$, is $\tfrac12 w\operatorname{Im}\chi(w)$. The theorem deals with the product $w\operatorname{Im}\chi(w)=w^2f(w)$, without the factor one half. Since $g^2w^2=D(w)-(w^2-W^2)^2$,

$$w^2f(w)=\frac{g\,w^2}{D(w)}=\frac1g-\frac{(w^2-W^2)^2}{g\,D(w)}.$$

The subtracted fraction is never negative, and it vanishes exactly when $w^2=W^2$. The maximum is therefore $1/g$, reached only at $w=\pm W$, whatever the strength of the damping.

The local statement `key` is this identity. Comparing a maximiser with $W$ makes its subtracted fraction at most zero, and positivity of the denominator then forces the square in the numerator to vanish. The extra factor $w^2$ thus accounts for the different peak positions of $f$ and of the absorbed power.

## Negative damping turns the peaks into dips

The main theorem fails without the condition $g>0$. Take $W=1$ and $g=-1$. Then $g^2<2W^2$, and the formula for weak damping would place a maximum at $w=\sqrt{1/2}$. But $D(\sqrt{1/2})=3/4$ and $D(0)=1$, so

$$f\left(\sqrt{1/2}\right)=-\frac43<-1=f(0).$$

The supposed maximum is in fact a global minimum. The denominator is the same as for $g=1$, but the negative numerator reverses the comparison in `lineShape_le_iff`. Physically, a negative $g$ describes a force that feeds energy into the motion in place of friction.
